# Screening by the short-range coupling factorises the coupled-dipole determinant

The polarizability at one imaginary frequency is modelled here as a real matrix $A$ over a finite index set, and the dipole coupling as a sum $T_s+T_l$ of two real matrices, with no rule for how the distance between atoms divides them. If $1+AT_s$ is invertible, $T_s$ can be absorbed into a screened polarizability, and the determinant for the full coupling becomes the short-range determinant times a determinant that couples the screened polarizability through $T_l$ alone.

```lean
import Mathlib

open Matrix

namespace RangeSeparatedDispersion

noncomputable section

variable {n : Type*} [Fintype n] [DecidableEq n]

/-- The polarizability `A` screened by the dipole coupling `T`, namely `(1 + A T)⁻¹ A`; it has this
meaning only when `1 + A T` is invertible, since Lean's inverse of a singular matrix is zero. -/
def screened (A T : Matrix n n ℝ) : Matrix n n ℝ := (1 + A * T)⁻¹ * A

/-- If `1 + A T` is invertible, multiplying the screened polarizability by it from the left gives
back the bare one. -/
theorem one_add_mul_screened {A T : Matrix n n ℝ} (h : IsUnit (1 + A * T).det) :
    (1 + A * T) * screened A T = A := by
  rw [screened, ← Matrix.mul_assoc, Matrix.mul_nonsing_inv _ h, Matrix.one_mul]

/-- A matrix `X` solves the self-consistent screening equation `X = A - A T X` exactly when
`1 + A T` is invertible and `X` is the screened polarizability. -/
theorem screening_equation_iff (A T X : Matrix n n ℝ) :
    X = A - A * T * X ↔ IsUnit (1 + A * T).det ∧ X = screened A T := by
  constructor
  · intro hX
    have h1 : (1 + A * T) * X = A := by
      calc (1 + A * T) * X = X + A * T * X := by noncomm_ring
        _ = A := eq_sub_iff_add_eq.mp hX
    -- a solution supplies the inverse of `1 + A T`
    have h2 : (1 + A * T) * (1 - X * T) = 1 := by
      calc (1 + A * T) * (1 - X * T) = 1 + A * T - ((1 + A * T) * X) * T := by noncomm_ring
        _ = 1 := by rw [h1, add_sub_cancel_right]
    have h : IsUnit (1 + A * T).det := Matrix.isUnit_det_of_right_inverse h2
    refine ⟨h, ?_⟩
    calc X = (1 + A * T)⁻¹ * ((1 + A * T) * X) := by
          rw [← Matrix.mul_assoc, Matrix.nonsing_inv_mul _ h, Matrix.one_mul]
      _ = screened A T := by rw [h1, screened]
  · rintro ⟨h, hX⟩
    rw [eq_sub_iff_add_eq]
    calc X + A * T * X = (1 + A * T) * X := by noncomm_ring
      _ = A := by rw [hX]; exact one_add_mul_screened h

/-- For symmetric polarizability and coupling, every solution of the screening equation
is symmetric. -/
theorem solution_isSymm {A T X : Matrix n n ℝ} (hA : A.IsSymm) (hT : T.IsSymm)
    (hX : X = A - A * T * X) : X.IsSymm := by
  have ht := congrArg Matrix.transpose hX
  rw [Matrix.transpose_sub, Matrix.transpose_mul, Matrix.transpose_mul, hA.eq, hT.eq] at ht
  show Xᵀ = X
  generalize Xᵀ = Y at ht ⊢
  -- combine the equation with its transpose
  linear_combination (norm := noncomm_ring) ht - hX - ht * (T * X) + (Y * T) * hX

/-- If `1 + A Ts` is invertible, the determinant for the full coupling is the short-range
determinant times the long-range determinant of the screened polarizability. -/
theorem det_range_separation {A Ts : Matrix n n ℝ} (h : IsUnit (1 + A * Ts).det)
    (Tl : Matrix n n ℝ) :
    (1 + A * (Ts + Tl)).det = (1 + A * Ts).det * (1 + screened A Ts * Tl).det := by
  have hfac : (1 + A * Ts) * (1 + screened A Ts * Tl) = 1 + A * (Ts + Tl) := by
    calc (1 + A * Ts) * (1 + screened A Ts * Tl)
        = (1 + A * Ts) + (1 + A * Ts) * screened A Ts * Tl := by
          rw [Matrix.mul_add, Matrix.mul_one, Matrix.mul_assoc]
      _ = (1 + A * Ts) + A * Tl := by rw [one_add_mul_screened h]
      _ = 1 + A * (Ts + Tl) := by noncomm_ring
  rw [← hfac, Matrix.det_mul]

/-- Range separation without double counting: for symmetric `A` and `Ts` with `1 + A Ts` invertible,
the short-range screened polarizability is symmetric, solves the screening equation, and factorises
the determinant of the full coupling. -/
theorem range_separation {A Ts : Matrix n n ℝ} (hA : A.IsSymm) (hTs : Ts.IsSymm)
    (h : IsUnit (1 + A * Ts).det) (Tl : Matrix n n ℝ) :
    (screened A Ts).IsSymm ∧
    screened A Ts = A - A * Ts * screened A Ts ∧
    (1 + A * (Ts + Tl)).det = (1 + A * Ts).det * (1 + screened A Ts * Tl).det := by
  have hX := (screening_equation_iff A Ts (screened A Ts)).mpr ⟨h, rfl⟩
  exact ⟨solution_isSymm hA hTs hX, hX, det_range_separation h Tl⟩

/-- If `1 + A Ts` is invertible, the equation for screening the bare polarizability by the full
coupling has the same solutions as the equation for screening the short-range screened
polarizability by the long-range coupling alone. -/
theorem two_step_screening {A Ts : Matrix n n ℝ} (h : IsUnit (1 + A * Ts).det)
    (Tl X : Matrix n n ℝ) :
    X = A - A * (Ts + Tl) * X ↔ X = screened A Ts - screened A Ts * Tl * X := by
  constructor
  · intro hX
    have h1 : (1 + A * Ts) * X = A - A * Tl * X := by
      calc (1 + A * Ts) * X = X + A * Ts * X := by noncomm_ring
        _ = (A - A * (Ts + Tl) * X) + A * Ts * X := congrArg (fun Y => Y + A * Ts * X) hX
        _ = A - A * Tl * X := by noncomm_ring
    calc X = (1 + A * Ts)⁻¹ * ((1 + A * Ts) * X) := by
          rw [← Matrix.mul_assoc, Matrix.nonsing_inv_mul _ h, Matrix.one_mul]
      _ = (1 + A * Ts)⁻¹ * (A - A * Tl * X) := by rw [h1]
      _ = screened A Ts - screened A Ts * Tl * X := by
          simp only [screened, Matrix.mul_sub, Matrix.mul_assoc]
  · intro hX
    have h1 : (1 + A * Ts) * X = A - A * Tl * X := by
      calc (1 + A * Ts) * X
          = (1 + A * Ts) * (screened A Ts - screened A Ts * Tl * X) :=
            congrArg (fun Y => (1 + A * Ts) * Y) hX
        _ = (1 + A * Ts) * screened A Ts - (1 + A * Ts) * screened A Ts * Tl * X := by
            simp only [Matrix.mul_sub, Matrix.mul_assoc]
        _ = A - A * Tl * X := by rw [one_add_mul_screened h]
    calc X = (1 + A * Ts) * X - A * Ts * X := by noncomm_ring
      _ = A - A * Tl * X - A * Ts * X := by rw [h1]
      _ = A - A * (Ts + Tl) * X := by noncomm_ring

/-- If the short-range and full determinants are positive, so is the long-range one, and the
logarithm of the full determinant is the sum of the short-range and long-range logarithms. -/
theorem log_det_additive {A Ts Tl : Matrix n n ℝ} (hs : 0 < (1 + A * Ts).det)
    (hf : 0 < (1 + A * (Ts + Tl)).det) :
    0 < (1 + screened A Ts * Tl).det ∧
    Real.log (1 + A * (Ts + Tl)).det =
      Real.log (1 + A * Ts).det + Real.log (1 + screened A Ts * Tl).det := by
  have hdet := det_range_separation (isUnit_iff_ne_zero.mpr hs.ne') Tl
  rw [hdet] at hf
  have hl : 0 < (1 + screened A Ts * Tl).det := (mul_pos_iff_of_pos_left hs).mp hf
  exact ⟨hl, by rw [hdet, Real.log_mul hs.ne' hl.ne']⟩

/-- If `1 + A Ts` is invertible, the short-range determinant times the determinant of the screened
polarizability coupled through the full interaction, instead of its long-range part, is the
determinant for the coupling `2 Ts + Tl`. -/
theorem double_counting {A Ts : Matrix n n ℝ} (h : IsUnit (1 + A * Ts).det)
    (Tl : Matrix n n ℝ) :
    (1 + A * Ts).det * (1 + screened A Ts * (Ts + Tl)).det =
      (1 + A * ((2 : ℝ) • Ts + Tl)).det := by
  rw [← det_range_separation h (Ts + Tl), two_smul, add_assoc]

/-- The polarizability matrix of two identical atoms with one dipole component each. -/
def pairPolarizability (a : ℝ) : Matrix (Fin 2) (Fin 2) ℝ := !![a, 0; 0, a]

/-- The dipole coupling of strength `s` between two atoms with one dipole component each. -/
def pairCoupling (s : ℝ) : Matrix (Fin 2) (Fin 2) ℝ := !![0, s; s, 0]

/-- The determinant of two coupled identical atoms is `1 - a² s²`. -/
theorem pair_det (a s : ℝ) :
    (1 + pairPolarizability a * pairCoupling s).det = 1 - a ^ 2 * s ^ 2 := by
  simp [Matrix.det_fin_two, pairPolarizability, pairCoupling]
  ring

/-- For two identical atoms with `a² s² ≠ 1`, using the short-range coupling again after
screening gives the determinant product `1 - 4 a² s²`. -/
theorem pair_double_counting {a s : ℝ} (h : a ^ 2 * s ^ 2 ≠ 1) :
    (1 + pairPolarizability a * pairCoupling s).det *
      (1 + screened (pairPolarizability a) (pairCoupling s) * pairCoupling s).det =
      1 - 4 * a ^ 2 * s ^ 2 := by
  have hu : IsUnit (1 + pairPolarizability a * pairCoupling s).det := by
    rw [pair_det]
    exact isUnit_iff_ne_zero.mpr (sub_ne_zero.mpr h.symm)
  -- the repeated coupling is a coupling of doubled strength
  have h2 : pairCoupling s + pairCoupling s = pairCoupling (2 * s) := by
    ext i j
    fin_cases i <;> fin_cases j <;> simp [pairCoupling, two_mul]
  rw [← det_range_separation hu, h2, pair_det]
  ring

end

end RangeSeparatedDispersion
```

```lean
#print axioms RangeSeparatedDispersion.range_separation
#print axioms RangeSeparatedDispersion.log_det_additive
#print axioms RangeSeparatedDispersion.double_counting
#print axioms RangeSeparatedDispersion.pair_double_counting
```

```
'RangeSeparatedDispersion.range_separation' depends on axioms: [propext, Classical.choice, Quot.sound]
'RangeSeparatedDispersion.log_det_additive' depends on axioms: [propext, Classical.choice, Quot.sound]
'RangeSeparatedDispersion.double_counting' depends on axioms: [propext, Classical.choice, Quot.sound]
'RangeSeparatedDispersion.pair_double_counting' depends on axioms: [propext, Classical.choice, Quot.sound]
```

## Screened polarizability and the factorised determinant

For a coupling $T$ with $1+AT$ invertible, `screened A T` is the matrix $(1+AT)^{-1}A$. Write $\bar A$ for `screened A Ts`, that is, $\bar A=(1+AT_s)^{-1}A$.

The main theorem, `range_separation`, assumes that $A$ and $T_s$ are symmetric and that $1+AT_s$ is invertible. It then states three things:

- $\bar A$ is symmetric;
- $\bar A = A - AT_s\bar A$;
- $\det\bigl(1+A(T_s+T_l)\bigr)=\det(1+AT_s)\,\det(1+\bar A T_l)$.

The matrix $T_l$ is arbitrary: it need not be symmetric. $A$ need not be invertible either, so an index with zero polarizability is allowed. The determinant identity alone, `det_range_separation`, needs no symmetry at all.

Invertibility is written `IsUnit (1 + A * Ts).det`, which for a real determinant means that it is nonzero. Lean's matrix inverse is defined for every square matrix and returns zero for a singular one, so `screened` has its intended meaning only under this hypothesis.

Four further theorems complete the picture. `screening_equation_iff` says that $X=A-ATX$ has a solution exactly when $1+AT$ is invertible, and that the solution is then `screened A T`. `two_step_screening` says that, if $1+AT_s$ is invertible, screening by $T_s$ and then by $T_l$ leads to the same solutions as screening by the sum at once. `log_det_additive` turns the product into a sum of logarithms when the short-range and full determinants are positive. `double_counting` computes what happens if $\bar A$ is coupled through the whole of $T_s+T_l$.

## Induced dipoles and the dispersion energy

The index type `n` stands for pairs of an atom and a Cartesian component, so $N$ atoms give matrices of size $3N$. Let $E$ be the vector of applied fields and $\mu$ the vector of induced dipoles. The sign convention is that the interaction energy of the dipoles is $\tfrac12\mu^{\mathsf T}T\mu$, so they produce the field $-T\mu$ at each other's positions. Each dipole responds to the total field:

$$\mu = A(E-T\mu).$$

Writing $\mu=XE$ for every $E$ gives the self-consistent screening equation $X=A-ATX$.

The invertibility hypothesis also has a direct meaning. If $1+AT_s$ were singular, there would be a nonzero $\mu$ with $\mu=-AT_s\mu$, a pattern of dipoles that sustains itself without an applied field. The hypothesis excludes such a pattern for the short-range coupling at the frequency considered. It does not exclude couplings beyond the onset of this polarization catastrophe, where $1+AT_s$ can be invertible again.

In the coupled-dipole model, in atomic units, the dispersion energy is

$$E_{\mathrm{disp}}=\frac{1}{2\pi}\int_0^\infty \ln\det\bigl(1+A(i\omega)\,T\bigr)\,d\omega .$$

The theorems concern the integrand at a single frequency $\omega$; the integral and the frequency dependence of $A$ do not appear in the file. Positivity of the two determinants in `log_det_additive` is assumed and not derived. It holds when $T_s$ and $T_s+T_l$ can each be scaled up gradually from zero without the determinant vanishing on the way or at full strength, because the determinant starts at 1 and changes continuously.

For range-separated many-body dispersion methods, the identity shows which part of the coupled-dipole energy is left for the long-range step once short-range screening is done, provided that the full matrix $\bar A$ is kept and that the couplings used in the two steps add up to the full coupling. Damping the two steps differently can break the second condition. The identity does not cover the common further approximation of contracting $\bar A$ to one isotropic polarizability per atom.

## The screening equation and its only solution

Suppose that $X=A-ATX$. Moving the last term to the left gives

$$(1+AT)X=A.$$

This already makes $1+AT$ invertible, since

$$(1+AT)(1-XT)=1+AT-(1+AT)XT=1+AT-AT=1,$$

and a square matrix with a right inverse is invertible. Multiplying $(1+AT)X=A$ by the inverse from the left gives $X=(1+AT)^{-1}A$. Conversely, this matrix satisfies $(1+AT)X=A$, which rearranges to the screening equation.

In `screening_equation_iff`, `h1` is the rearranged equation and `h2` is the right-inverse calculation. `Matrix.isUnit_det_of_right_inverse` turns `h2` into invertibility. The converse uses `one_add_mul_screened`, which states that $(1+AT)$ times the screened polarizability is $A$. The tactic `noncomm_ring` expands products while preserving the order of the factors.

## Symmetry from the transposed equation

Let $A$ and $T$ be symmetric, let $X$ solve the screening equation, and write $Y=X^{\mathsf T}$. The equation and its transpose read

$$A=X+ATX,\qquad A=Y+YTA.$$

Insert the first into $YTA$ and the second into $ATX$:

$$YTA=YTX+YTATX,\qquad ATX=YTX+YTATX.$$

The right-hand sides agree, so $YTA=ATX$. Therefore $Y=A-YTA=A-ATX=X$, and $X$ is symmetric.

The proof of `solution_isSymm` follows the same route. The hypothesis `ht` is the transposed equation, and `generalize` gives $X^{\mathsf T}$ the name `Y`. The combination `ht - hX` compares the two equations, and the remaining terms, `- ht * (T * X) + (Y * T) * hX`, supply the equality $YTA=ATX$. `linear_combination` then leaves an identity that `noncomm_ring` verifies.

## One matrix product gives the determinant identity

Since $(1+AT_s)\bar A=A$,

$$
\begin{aligned}
(1+AT_s)(1+\bar A T_l)
&=1+AT_s+(1+AT_s)\bar A T_l\\
&=1+AT_s+AT_l\\
&=1+A(T_s+T_l).
\end{aligned}
$$

Taking determinants gives the identity. In `det_range_separation`, this calculation is `hfac`, and `Matrix.det_mul` takes the determinant of the product. `range_separation` then collects the results: the reverse direction of `screening_equation_iff` shows that $\bar A$ solves the equation, `solution_isSymm` makes it symmetric, and `det_range_separation` supplies the product.

If $\det(1+AT_s)$ and $\det\bigl(1+A(T_s+T_l)\bigr)$ are positive, the remaining factor $\det(1+\bar AT_l)$ must be positive too, and

$$\ln\det\bigl(1+A(T_s+T_l)\bigr)=\ln\det(1+AT_s)+\ln\det(1+\bar A T_l).$$

This is `log_det_additive`. It obtains the sign of the third determinant from `mul_pos_iff_of_pos_left` and the sum from `Real.log_mul`.

## Screening in two stages

The response itself separates in the same way. Starting from the equation for the full coupling, move only the short-range term to the left:

$$X=A-A(T_s+T_l)X
\quad\Longleftrightarrow\quad
(1+AT_s)X=A-AT_lX.$$

Multiplication by $(1+AT_s)^{-1}$ from the left gives

$$X=\bar A-\bar A T_lX.$$

Multiplication by $1+AT_s$ reverses this step, so the two equations have the same solutions. `two_step_screening` proves the two directions separately, and in both of them `h1` is the intermediate equation $(1+AT_s)X=A-AT_lX$. The theorem does not assume that a solution for the full coupling exists: if one equation has none, neither does the other.

## What a repeated short-range coupling does

Suppose that $\bar A$, which already contains $T_s$, is coupled through $T_s+T_l$ instead of $T_l$. The determinant identity holds for any second coupling, so $T_l$ may be replaced in it by $T_s+T_l$:

$$\det(1+AT_s)\,\det\bigl(1+\bar A(T_s+T_l)\bigr)
=\det\bigl(1+A(2T_s+T_l)\bigr).$$

The short-range coupling now enters twice. The proof of `double_counting` is this substitution, followed by a regrouping of the sum.

Two identical atoms with one dipole component each make the error explicit. Let $a$ be their polarizability and $s$ their coupling, all of it short-range, so that $T_l=0$. These matrices are `pairPolarizability a` and `pairCoupling s`:

$$A=\begin{pmatrix}a&0\\0&a\end{pmatrix},\qquad
T_s=\begin{pmatrix}0&s\\s&0\end{pmatrix},\qquad
1+AT_s=\begin{pmatrix}1&as\\as&1\end{pmatrix}.$$

The correct determinant is therefore $1-a^2s^2$, which is `pair_det`. Using the coupling again after screening amounts to replacing $s$ by $2s$, and the product of determinants becomes $1-4a^2s^2$. This is `pair_double_counting`, under the hypothesis $a^2s^2\neq1$ that makes $1+AT_s$ invertible. In its proof, `h2` checks entry by entry that two copies of the coupling add up to one of strength $2s$, after which `det_range_separation` and `pair_det` give the value.

The two results differ whenever $as\neq0$. For weak coupling the logarithms are approximately $-a^2s^2$ and $-4a^2s^2$, so the repeated coupling makes this pair's contribution to the energy integrand about four times its correct value.
